# For finitely many fermion modes, the Grassmann Gaussian integral of $\exp\big(\sum_{ij}A_{ij}s_it_j\big)$ is $\det A$

Take two modes, numbered 0 and 1, with anticommuting generators $s_0,t_0,s_1,t_1$ that square to zero, and let $w=\sum_{ij}A_{ij}s_it_j$. In $w^2$ only products containing all four generators survive, and each occurs twice:

$$w^2=2\,(A_{00}A_{11}\,s_0t_0s_1t_1+A_{01}A_{10}\,s_0t_1s_1t_0).$$

Exchanging $t_1$ and $t_0$ in the last monomial costs a sign, so $w^2=2\det(A)\,s_0t_0s_1t_1$. A third factor must repeat a generator, so $w^3=0$.

For $n$ modes, with $T=s_0t_0\cdots s_{n-1}t_{n-1}$, the same mechanism gives $w^n=n!\det(A)\,T$ and $w^{n+1}=0$. For real or complex $A$, and with the integral normalised so that $T$ integrates to 1, the integral of $e^w$ is then $\det A$. In simulations with an auxiliary field, this formula can be used to integrate out the fermions when their action at fixed field has the form $w$, with finitely many modes.

```lean
import Mathlib

open Finset

namespace GrassmannGaussian

noncomputable section

universe u

variable {R : Type u} [CommRing R] {n : ℕ}
```

## Generators that anticommute and square to zero

This is the Pauli principle together with fermionic exchange. It is built into `Grassmann R n`, the exterior algebra on $2n$ generators. Here $s_i$ plays the role of $\bar\psi_i$ and $t_i$ that of $\psi_i$. Indices start at 0, as in `Fin n`; the comments in the code count from 1.

```lean
/-- The Grassmann algebra over `R` on `2 n` generators, labelled by a mode and one of two species. -/
abbrev Grassmann (R : Type u) [CommRing R] (n : ℕ) := ExteriorAlgebra R (Fin n × Fin 2 → R)

/-- The Grassmann generator `s_i`. -/
def s (R : Type u) [CommRing R] {n : ℕ} (i : Fin n) : Grassmann R n :=
  ExteriorAlgebra.ι R (Pi.single (i, 0) 1)

/-- The Grassmann generator `t_i`. -/
def t (R : Type u) [CommRing R] {n : ℕ} (i : Fin n) : Grassmann R n :=
  ExteriorAlgebra.ι R (Pi.single (i, 1) 1)
```

By hand, the assumption enters through the pairs $P_{ij}=s_it_j$:

$$P_{ij}P_{kl}=s_it_js_kt_l=-s_is_kt_jt_l .$$

The right side is unchanged under $(i,j)\leftrightarrow(k,l)$, so pairs commute. It vanishes if $i=k$ or $j=l$, and it changes sign under $j\leftrightarrow l$, so $P_{ij}P_{kl}=-P_{il}P_{kj}$.

Square-zero generators alone would not be enough. If they commuted, the two terms of the opening example would add, and the matrix with all entries 1 would give $w^2=4\,s_0t_0s_1t_1$ although its determinant is 0.

## One $s$ and one $t$ in every term

Every term has one $\bar\psi$ and one $\psi$, so the action conserves particle number; it has no pairing and no interaction terms. In a path integral with discrete imaginary time, a mode here is one orbital at one time slice, and $A$ also couples different slices.

```lean
/-- The quadratic action `w = ∑ A_ij s_i t_j`. -/
def action (A : Matrix (Fin n) (Fin n) R) : Grassmann R n :=
  ∑ i, ∑ j, A i j • (s R i * t R j)
```

By hand, this form lets $w$ be split into rows, $w=\sum_i x_i$ with $x_i=\sum_jA_{ij}P_{ij}$. Rows commute, and $x_i^2=0$ because every term of the square contains $s_i$ twice.

With pairing terms, the matrix of $s$–$t$ coefficients no longer determines the answer. For $w=s_0s_1+t_0t_1$ that matrix is zero, yet $w^2=2\,s_0s_1t_0t_1=-2\,s_0t_0s_1t_1$.

The sign of the integral depends on the order of the generators. That order is built into the functional `berezin`, and it is the one in which `topForm` is written. The functional is zero in every degree except $2n$; there it sends a product of $2n$ linear forms to the determinant of their coefficients, in the order $s_0,t_0,s_1,\dots$. Thus $T$ integrates to 1. The exponent is chosen to be $+w$; writing $e^{-w}$ with the same normalisation would produce an extra $(-1)^n$.

```lean
/-- The top monomial `s_1 t_1 s_2 t_2 ... s_n t_n`. -/
def topForm (R : Type u) [CommRing R] (n : ℕ) : Grassmann R n :=
  (List.ofFn fun i : Fin n => s R i * t R i).prod

/-- The Berezin integral: the linear functional that vanishes outside degree `2 n` and on a product
of `2 n` linear forms is the determinant of their coefficients, in the order `s_1, t_1, s_2, ...`. -/
def berezin (R : Type u) [CommRing R] (n : ℕ) : Grassmann R n →ₗ[R] R :=
  ExteriorAlgebra.liftAlternating (R := R)
    (Pi.single (n * 2) (Matrix.detRowAlternating.domDomCongr finProdFinEquiv) :
      ∀ k : ℕ, (Fin n × Fin 2 → R) [⋀^Fin k]→ₗ[R] R)
```

## Matrix entries that commute

The entries of $A$ are ordinary numbers, or elements of any commutative ring $R$, not operators. By hand, this is used when coefficients are collected.

First, if $a^2=0$ and $a,b$ commute, then $(a+b)^{m+1}=b^{m+1}+(m+1)\,a\,b^m$. Let $b$ be a sum of $m$ rows with $b^m=m!\prod x_i$ and $b^{m+1}=0$. Adding a row $a$ gives $(a+b)^{m+1}=(m+1)!\,a\prod x_i$ and $(a+b)^{m+2}=0$. By induction $w^n=n!\prod_ix_i$ and $w^{n+1}=0$. The theorem `sum_pow_card` is this induction, with `binom` as the truncated binomial formula.

```lean
/-- For commuting quantities of square zero, the power of their sum equal to their number is
a factorial times their product, and the next power vanishes. -/
theorem sum_pow_card {ι C : Type*} [CommRing C] (x : ι → C) (hx : ∀ i, x i * x i = 0)
    (S : Finset ι) : (∑ i ∈ S, x i) ^ S.card = (S.card.factorial : C) * ∏ i ∈ S, x i ∧
      (∑ i ∈ S, x i) ^ (S.card + 1) = 0 := by
  classical
  -- the binomial expansion stops after the term linear in `a`
  have binom : ∀ (a b : C), a * a = 0 → ∀ m : ℕ,
      (a + b) ^ (m + 1) = b ^ (m + 1) + ((m : C) + 1) * a * b ^ m := by
    intro a b h m
    induction m with
    | zero => simp [add_comm]
    | succ m ih =>
      rw [pow_succ, ih]
      push_cast
      linear_combination ((m : C) + 1) * b ^ m * h
  induction S using Finset.induction_on with
  | empty => simp
  | insert a S ha ih =>
    obtain ⟨h1, h2⟩ := ih
    rw [sum_insert ha, prod_insert ha, card_insert_of_notMem ha]
    constructor
    · rw [binom _ _ (hx a), h2, h1, Nat.factorial_succ]
      push_cast
      ring
    · rw [binom _ _ (hx a), pow_succ, h2]
      ring
```

Next, expand the product of rows over all maps $f$ from modes to modes:

$$\prod_ix_i=\sum_f\Big(\prod_iA_{i f(i)}\Big)\prod_iP_{i f(i)} .$$

If $f$ takes a value twice, some $t_j$ is repeated and the term vanishes. If $f$ is a permutation $\sigma$, successive exchanges give $\operatorname{sgn}(\sigma)\prod_iP_{ii}$. The sum is $\det(A)\,T$.

In `prod_rows_eq_det`, `perm` obtains the sign by induction on swaps, and `Fintype.sum_of_injective` reduces the sum over maps to one over permutations.

```lean
/-- If products of two commuting pairs `P i j` change sign when the partners are exchanged, and
vanish when the two pairs share their second label, then the product of the row sums `∑ A_ij P_ij`
is `det A` times the product of the `P i i`. -/
theorem prod_rows_eq_det {C : Type*} [CommRing C] [Algebra R C] (P : Fin n → Fin n → C)
    (hcol : ∀ i k j, P i j * P k j = 0)
    (hswap : ∀ i j k l, P i j * P k l = -(P i l * P k j)) (A : Matrix (Fin n) (Fin n) R) :
    ∏ i, ∑ j, A i j • P i j = A.det • ∏ i, P i i := by
  have split : ∀ {x y : Fin n}, x ≠ y → ∀ g : Fin n → C,
      ∏ i, g i = g x * g y * ∏ i ∈ (univ.erase x).erase y, g i := by
    intro x y hxy g
    rw [← mul_prod_erase univ g (mem_univ x),
      ← mul_prod_erase (univ.erase x) g (mem_erase.2 ⟨hxy.symm, mem_univ y⟩), mul_assoc]
  -- a permutation of the partners costs its sign
  have perm : ∀ σ : Equiv.Perm (Fin n),
      ∏ i, P i (σ i) = ((Equiv.Perm.sign σ : ℤ) : C) * ∏ i, P i i := by
    intro σ
    refine Equiv.Perm.swap_induction_on' σ (by simp) fun f x y hxy ih => ?_
    have h : ∏ i, P i ((f * Equiv.swap x y) i) = -∏ i, P i (f i) := by
      have hr : ∏ i ∈ (univ.erase x).erase y, P i ((f * Equiv.swap x y) i)
          = ∏ i ∈ (univ.erase x).erase y, P i (f i) := prod_congr rfl fun i hi => by
        simp only [mem_erase, mem_univ, and_true] at hi
        rw [Equiv.Perm.mul_apply, Equiv.swap_apply_of_ne_of_ne hi.2 hi.1]
      rw [split hxy (fun i => P i ((f * Equiv.swap x y) i)), split hxy (fun i => P i (f i)), hr,
        Equiv.Perm.mul_apply, Equiv.Perm.mul_apply, Equiv.swap_apply_left,
        Equiv.swap_apply_right, hswap x (f y) y (f x), neg_mul]
    rw [h, ih, Equiv.Perm.sign_mul, Equiv.Perm.sign_swap hxy]
    simp
  rw [prod_univ_sum, Fintype.piFinset_univ, ← Matrix.det_transpose, Matrix.det_apply',
    Finset.sum_smul]
  symm
  refine Fintype.sum_of_injective (fun σ : Equiv.Perm (Fin n) => (σ : Fin n → Fin n))
    DFunLike.coe_injective _ _ ?_ ?_
  · -- maps that are not permutations use some partner twice
    intro f hf
    have hni : ¬ Function.Injective f := fun h =>
      hf ⟨Equiv.ofBijective f (Finite.injective_iff_bijective.1 h), rfl⟩
    simp only [Function.Injective, not_forall] at hni
    obtain ⟨x, y, hfxy, hxy⟩ := hni
    rw [split hxy, hfxy, smul_mul_smul_comm, hcol, smul_zero, zero_mul]
  · intro σ
    simp only [Algebra.smul_def, prod_mul_distrib, Matrix.transpose_apply, map_mul, map_prod,
      map_intCast, perm σ]
    ring
```

Both lemmas work in a commutative ring, which the Grassmann algebra in general is not. `bilinears_commutative` therefore supplies the subalgebra generated by the pairs, with an injective map $\varphi$ back. In `action_pow`, the pair rules `hrow`, `hcol` and `hswap` are checked in the Grassmann algebra by explicit anticommutations and pulled back through $\varphi$.

```lean
/-- Two Grassmann generators, or any two linear forms in them, anticommute. -/
theorem anticomm (x y : Fin n × Fin 2 → R) : ExteriorAlgebra.ι R x * ExteriorAlgebra.ι R y
    = -(ExteriorAlgebra.ι R y * ExteriorAlgebra.ι R x) :=
  eq_neg_of_add_eq_zero_left (ExteriorAlgebra.ι_add_mul_swap x y)

/-- The bilinears `s_i t_j` all lie in a commutative algebra inside the Grassmann algebra. -/
theorem bilinears_commutative (R : Type u) [CommRing R] (n : ℕ) :
    ∃ (C : Type u) (_ : CommRing C) (_ : Algebra R C) (φ : C →ₐ[R] Grassmann R n)
      (P : Fin n → Fin n → C), Function.Injective φ ∧ ∀ i j, φ (P i j) = s R i * t R j := by
  let B : Set (Grassmann R n) := Set.range fun p : Fin n × Fin n => s R p.1 * t R p.2
  have hB : ∀ a ∈ B, ∀ b ∈ B, a * b = b * a := by
    rintro _ ⟨⟨i, j⟩, rfl⟩ _ ⟨⟨k, l⟩, rfl⟩
    have h1 : t R j * s R k = -(s R k * t R j) := anticomm _ _
    have h2 : t R j * t R l = -(t R l * t R j) := anticomm _ _
    have h3 : s R i * s R k = -(s R k * s R i) := anticomm _ _
    have h4 : s R i * t R l = -(t R l * s R i) := anticomm _ _
    linear_combination (norm := noncomm_ring) s R i * h1 * t R l - s R i * s R k * h2
      + h3 * t R l * t R j - s R k * h4 * t R j
  exact ⟨Algebra.adjoin R B,
    { (inferInstance : Ring (Algebra.adjoin R B)) with
      mul_comm := fun a b => (Algebra.isMulCommutative_adjoin R hB).is_comm.comm a b },
    (Algebra.adjoin R B).algebra,
    (Algebra.adjoin R B).val,
    fun i j => ⟨s R i * t R j, Algebra.subset_adjoin ⟨(i, j), rfl⟩⟩,
    Subtype.val_injective, fun _ _ => rfl⟩

/-- The action satisfies `w^n = n! det(A) s_1 t_1 ... s_n t_n` and `w^(n+1) = 0`,
over any commutative ring. -/
theorem action_pow (A : Matrix (Fin n) (Fin n) R) :
    action A ^ n = ((n.factorial : R) * A.det) • topForm R n ∧ action A ^ (n + 1) = 0 := by
  obtain ⟨C, _, _, φ, P, hφ, hP⟩ := bilinears_commutative R n
  have hrow : ∀ i j l, P i j * P i l = 0 := fun i j l => hφ (by
    rw [map_mul, hP, hP, map_zero]
    have h1 : t R j * s R i = -(s R i * t R j) := anticomm _ _
    have h2 : s R i * s R i = 0 := ExteriorAlgebra.ι_sq_zero _
    linear_combination (norm := noncomm_ring) s R i * h1 * t R l - h2 * t R j * t R l)
  have hcol : ∀ i k j, P i j * P k j = 0 := fun i k j => hφ (by
    rw [map_mul, hP, hP, map_zero]
    have h1 : t R j * s R k = -(s R k * t R j) := anticomm _ _
    have h2 : t R j * t R j = 0 := ExteriorAlgebra.ι_sq_zero _
    linear_combination (norm := noncomm_ring) s R i * h1 * t R j - s R i * s R k * h2)
  have hswap : ∀ i j k l, P i j * P k l = -(P i l * P k j) := fun i j k l => hφ (by
    rw [map_neg, map_mul, map_mul, hP, hP, hP, hP]
    have h1 : t R j * s R k = -(s R k * t R j) := anticomm _ _
    have h2 : t R j * t R l = -(t R l * t R j) := anticomm _ _
    have h3 : s R k * t R l = -(t R l * s R k) := anticomm _ _
    linear_combination (norm := noncomm_ring) s R i * h1 * t R l - s R i * s R k * h2
      + s R i * h3 * t R j)
  have hw : action A = φ (∑ i, ∑ j, A i j • P i j) := by
    simp only [action, map_sum, map_smul, hP]
  have hv : topForm R n = φ (∏ i, P i i) := by
    rw [← List.prod_ofFn, map_list_prod, List.map_ofFn]
    simp only [topForm, Function.comp_def, hP]
  -- each row of the action squares to zero
  obtain ⟨h1, h2⟩ := sum_pow_card (fun i => ∑ j, A i j • P i j) (fun i => by
    rw [sum_mul_sum]
    exact sum_eq_zero fun j _ => sum_eq_zero fun l _ => by
      rw [smul_mul_smul_comm, hrow, smul_zero]) univ
  simp only [card_univ, Fintype.card_fin] at h1 h2
  constructor
  · rw [hw, ← map_pow, h1, prod_rows_eq_det P hcol hswap, hv, ← map_smul, mul_smul,
      Nat.cast_smul_eq_nsmul, nsmul_eq_mul]
  · rw [hw, ← map_pow, h2, map_zero]
```

If the entries commute with the generators but not with each other, the diagonal matrix with entries $a,b$ gives $w^2=(ab+ba)\,s_0t_0s_1t_1$, which differs from $2ab\,s_0t_0s_1t_1$ whenever $ab\neq ba$.

## Division by $n!$ and a series that reaches order $n$

The power identity holds over any commutative ring, but the exponential needs factorials in denominators. `gaussian_integral` therefore takes a field $K$ of characteristic zero, such as the real or complex numbers. It also assumes $n<N$, where the series runs over $k=0,\dots,N-1$. Since $w^{n+1}=0$, every such sum is the full exponential.

By hand, $w^k$ has degree $2k$, so only $k=n$ contributes:

$$\int e^w=\frac1{n!}\,n!\det(A)\int T=\det A .$$

In the proof, `berezin_topForm` gives $\int T=1$, because the coefficient matrix is the identity. `berezin_of_degree` removes the other orders, and `inv_mul_cancel_left₀` cancels the factorial.

```lean
/-- The Berezin integral of the top monomial `s_1 t_1 ... s_n t_n` is one. -/
theorem berezin_topForm (R : Type u) [CommRing R] (n : ℕ) : berezin R n (topForm R n) = 1 := by
  have hv : topForm R n = ExteriorAlgebra.ιMulti R (n * 2)
      (fun k => (Pi.single (finProdFinEquiv.symm k) 1 : Fin n × Fin 2 → R)) := by
    rw [ExteriorAlgebra.ιMulti_apply, List.ofFn_mul, List.prod_flatten, List.map_ofFn]
    refine congrArg (fun f : Fin n → Grassmann R n => (List.ofFn f).prod) (funext fun i => ?_)
    have e : ∀ (j : Fin 2) (h : (i : ℕ) * 2 + j < n * 2),
        finProdFinEquiv.symm (⟨(i : ℕ) * 2 + j, h⟩ : Fin (n * 2)) = (i, j) := fun j h => by
      rw [Equiv.symm_apply_eq]
      apply Fin.ext
      change (i : ℕ) * 2 + j = j + 2 * i
      ring
    simp only [Function.comp_apply, e]
    simp [List.ofFn_succ, s, t]
  have hone : (Matrix.of fun p : Fin n × Fin 2 =>
      (Pi.single (finProdFinEquiv.symm (finProdFinEquiv p)) 1 : Fin n × Fin 2 → R)) = 1 := by
    ext p q
    simp only [Matrix.of_apply, Equiv.symm_apply_apply, Matrix.one_apply, Pi.single_apply,
      eq_comm]
  rw [hv, berezin, ExteriorAlgebra.liftAlternating_apply_ιMulti, Pi.single_eq_same]
  exact (congrArg Matrix.det hone).trans Matrix.det_one

/-- The Berezin integral vanishes on every homogeneous element of degree other than `2 n`. -/
theorem berezin_of_degree {m : ℕ} (hm : m ≠ n * 2) {x : Grassmann R n}
    (hx : x ∈ LinearMap.range (ExteriorAlgebra.ι R (M := Fin n × Fin 2 → R)) ^ m) :
    berezin R n x = 0 := by
  have hle : Submodule.span R (Set.range (ExteriorAlgebra.ιMulti R m))
      ≤ LinearMap.ker (berezin R n) := Submodule.span_le.2 (by
    rintro _ ⟨v, rfl⟩
    change berezin R n (ExteriorAlgebra.ιMulti R m v) = 0
    rw [berezin, ExteriorAlgebra.liftAlternating_apply_ιMulti, Pi.single_eq_of_ne hm]
    rfl)
  exact hle (by rw [ExteriorAlgebra.ιMulti_span_fixedDegree]; exact hx)

/-- The Grassmann Gaussian integral: over a field of characteristic zero, the Berezin integral of
the exponential series of the action, summed at least through order `n`, equals `det A`. -/
theorem gaussian_integral {K : Type u} [Field K] [CharZero K] (A : Matrix (Fin n) (Fin n) K)
    {N : ℕ} (hN : n < N) :
    berezin K n (∑ k ∈ range N, (k.factorial : K)⁻¹ • action A ^ k) = A.det := by
  have hw : action A ∈ LinearMap.range (ExteriorAlgebra.ι K (M := Fin n × Fin 2 → K)) ^ 2 := by
    rw [pow_two]
    exact Submodule.sum_mem _ fun i _ => Submodule.sum_mem _ fun j _ =>
      Submodule.smul_mem _ _ (Submodule.mul_mem_mul ⟨_, rfl⟩ ⟨_, rfl⟩)
  -- only the term of order `n` has the degree of the top monomial
  rw [map_sum, Finset.sum_eq_single n]
  · have h : (n.factorial : K) ≠ 0 := Nat.cast_ne_zero.2 n.factorial_ne_zero
    rw [map_smul, (action_pow A).1, map_smul, berezin_topForm, smul_eq_mul, smul_eq_mul,
      mul_one, inv_mul_cancel_left₀ h]
  · intro k _ hk
    have hmem := Submodule.pow_mem_pow _ hw k
    rw [← pow_mul] at hmem
    rw [map_smul, berezin_of_degree (by omega) hmem, smul_zero]
  · intro h
    exact absurd (mem_range.2 hN) h

end

end GrassmannGaussian
```

```lean
#print axioms GrassmannGaussian.gaussian_integral
```

```
'GrassmannGaussian.gaussian_integral' depends on axioms: [propext, Classical.choice, Quot.sound]
```

A field in which $n!=0$ breaks the formula. Over the field with two elements, two modes and $A=1$ give $w^2=0$ while $\det A=1$; Lean sets the inverse of $2!=0$ to 0, and the series integrates to 0.

If instead $N\le n$, no term reaches degree $2n$ and the integral is 0, which is wrong already for $A=1$. With no modes at all, $w=0$ and $T=1$, and the single term $k=0$ gives 1, the determinant of the empty matrix.
